# Real combinations of finitely many Majorana operators obey the Majorana relations exactly when their coefficient rows are orthonormal

The theorem `isMajorana_mix_iff` concerns a finite family of elements g_b of a nontrivial real algebra with g_a g_b + g_b g_a = 2δ_ab, so that each g_b squares to 1. It states that the real combinations h_a = ∑_b R_ab g_b obey the same relations if and only if R Rᵀ = 1; R need not be square, and only the algebraic relations are assumed, not self-adjointness. The attempt uses the preceding lemma, by which the anticommutator of h_a and h_b is 2(R Rᵀ)_ab times the identity. For the forward direction it reads off this real coefficient from the injectivity of the map ℝ → A, and for the converse it substitutes R Rᵀ = 1.

In Lean, a first try:

```lean
import Mathlib

open Matrix

namespace IsMajoranaMixIff

variable {ι κ μ A : Type*} [Fintype ι] [Ring A] [Algebra ℝ A]

/-- The Majorana relations `g_a g_b + g_b g_a = 2 δ_ab` for a family of elements of a ring. -/
def IsMajorana {κ A : Type*} [DecidableEq κ] [Ring A] (g : κ → A) : Prop :=
  ∀ a b, g a * g b + g b * g a = if a = b then 2 else 0

/-- The real linear combinations `h_a = ∑_b R_ab g_b` of a finite family `g`. -/
def mix (R : Matrix κ ι ℝ) (g : ι → A) : κ → A :=
  fun a => ∑ b, R a b • g b

/-- The anticommutator of two real combinations of Majorana operators is the number
`2 (R Rᵀ)_ab` times the identity. -/
theorem anticommutator_mix [DecidableEq ι] {g : ι → A} (hg : IsMajorana g)
    (R : Matrix κ ι ℝ) (a b : κ) :
    mix R g a * mix R g b + mix R g b * mix R g a = (2 * (R * Rᵀ) a b) • (1 : A) := by
  have h2 : (2 : A) = (2 : ℝ) • (1 : A) := by rw [two_smul, one_add_one_eq_two]
  calc mix R g a * mix R g b + mix R g b * mix R g a
      = ∑ c, ∑ d, (R a c * R b d) • (g c * g d + g d * g c) := by
        simp only [mix, Finset.sum_mul_sum, smul_mul_smul_comm, smul_add,
          Finset.sum_add_distrib]
        congr 1
        rw [Finset.sum_comm]
        exact Finset.sum_congr rfl fun c _ => Finset.sum_congr rfl fun d _ => by
          rw [mul_comm (R b d)]
    _ = ∑ c, (2 * (R a c * R b c)) • (1 : A) := by
        -- only the diagonal terms survive
        refine Finset.sum_congr rfl fun c _ => ?_
        rw [Finset.sum_eq_single c]
        · rw [hg c c, if_pos rfl, h2, smul_smul, mul_comm _ (2 : ℝ)]
        · intro d _ hd
          rw [hg c d, if_neg (Ne.symm hd), smul_zero]
        · intro h
          exact absurd (Finset.mem_univ c) h
    _ = (2 * (R * Rᵀ) a b) • (1 : A) := by
        simp only [Matrix.mul_apply, Matrix.transpose_apply, Finset.mul_sum, Finset.sum_smul]

/-- In a nontrivial real algebra, real combinations `h_a = ∑_b R_ab g_b` of finitely many
Majorana operators are again Majorana operators if and only if `R Rᵀ = 1`. -/
theorem isMajorana_mix_iff [DecidableEq ι] [DecidableEq κ] [Nontrivial A] {g : ι → A}
    (hg : IsMajorana g) (R : Matrix κ ι ℝ) :
    IsMajorana (mix R g) ↔ R * Rᵀ = 1 := by
  constructor
  · intro h
    ext a b
    have e := anticommutator_mix hg R a b
    rw [h a b] at e
    -- the real numbers embed in `A`, so the coefficient can be read off
    have key : 2 * (R * Rᵀ) a b = if a = b then 2 else 0 := by
      apply (algebraMap ℝ A).injective
      rw [Algebra.algebraMap_eq_smul_one, ← e]
      split_ifs <;> simp
    rw [Matrix.one_apply]
    by_cases hab : a = b
    · rw [if_pos hab] at key ⊢
      linarith
    · rw [if_neg hab] at key ⊢
      linarith
  · intro h a b
    rw [anticommutator_mix hg, h, Matrix.one_apply]
    split_ifs <;> simp [two_smul, one_add_one_eq_two]

end IsMajoranaMixIff
```

Messages:

```
Main.lean:57:20: error: `simp` made no progress
```

The error lies in the forward direction, in the proof of `key`. After the rewrites, the goal equates `if a = b then 2 else 0` in `A` with the image under `algebraMap ℝ A` of the same expression in ℝ. Splitting on `a = b` leaves two facts: the map sends 2 to 2, and 0 to 0. The message says that `simp` found nothing it could simplify in a goal left by `split_ifs`. It does not say which goal, or why the standard lemmas about such maps were not applied.

The repair no longer depends on `simp` finding them. It splits the cases with `by_cases` and evaluates the conditionals with `if_pos` or `if_neg`, used twice because one conditional lives in `A` and the other in ℝ. It then supplies the required facts by name, `map_ofNat` for 2 and `map_zero` for 0. Each is reversed with `.symm` because the goal has the mapped number on the right.

This version goes through:

```diff
@@ -55,5 +55,9 @@
       apply (algebraMap ℝ A).injective
       rw [Algebra.algebraMap_eq_smul_one, ← e]
-      split_ifs <;> simp
+      by_cases hab : a = b
+      · rw [if_pos hab, if_pos hab]
+        exact (map_ofNat (algebraMap ℝ A) 2).symm
+      · rw [if_neg hab, if_neg hab]
+        exact (map_zero (algebraMap ℝ A)).symm
     rw [Matrix.one_apply]
     by_cases hab : a = b
```
